# For real one-spin density matrices with occupations between 0 and 1, the axial shielding factor of a p_x, p_y pair vanishes only when the pair is empty or full

## Does every partly filled p pair contribute to paramagnetic shielding?

Take electrons of one spin on one atom of a molecule, with $p_x$ filled and $p_y$ empty and higher in energy. A magnetic field along $z$ couples to the angular momentum $L$ about that axis, and $L$ turns $p_x$ into $i\,p_y$. The target orbital is free, so the field can mix it in, and there is a paramagnetic contribution to the shielding. Fill $p_y$ as well and the mixing is blocked. With both orbitals empty, there is nothing to mix.

In general the populations can be fractional, and there can be a bond order between the two orbitals. With $D$ the real $2\times2$ charge-bond-order matrix for one spin, the factor that enters is $\operatorname{tr}(D\,L\,(1-D)\,L)$. I believe that it is never negative and that it is zero only for the empty and the full pair. I would like to see this made rigorous, with a proof that a machine has checked, and without assuming that the trace is real.

## The factor is a sum of nonnegative terms

Your belief is right, and the factor also has a maximum, which is 1. Your first example reaches it. With

$$D=\begin{pmatrix}1&0\\0&0\end{pmatrix},\qquad L=\begin{pmatrix}0&-i\\ i&0\end{pmatrix},$$

the vacancy matrix $1-D$ has its only nonzero entry on $p_y$. Multiplying by $L$ on both sides moves that vacancy onto $p_x$, so $L(1-D)L=D$, and the trace is $\operatorname{tr}(D^2)=1$. In general, too, the factor pairs the population of one orbital with the vacancy of the other, and a bond order between the two adds a further term.

### Where the trace comes from

Consider a single determinant in an orthonormal orbital basis, with $P$ the projector on the occupied orbitals of one spin. In Ramsey's second-order expression, replace all excitation energies by one mean value, keep only the angular momentum $L_A$ of one atom about the $z$ axis, and take the radial average of $r^{-3}$ out as a constant. What remains is the sum over occupied $i$ and empty $a$

$$\sum_{i,a}|\langle a|L_A|i\rangle|^2=\operatorname{tr}\big(P L_A(1-P)L_A\big).$$

Let the atom carry only s orbitals and a single p shell. Then $L_A$ acts only within its $p_x, p_y$ pair, and only the block $D$ of $P$ on that pair survives. This block is usually not idempotent, although $P$ is. In this one-centre, mean-energy model, the result says which local populations and bond orders switch the axial paramagnetic term off.

### The closed form and its bounds

I number the orbitals from 0, as the code does: 0 is $p_x$, 1 is $p_y$, and 2 will be $p_z$. Let $F(D)=\operatorname{tr}(D L(1-D)L)$. For symmetric $D$, direct multiplication gives

$$L(1-D)L=\begin{pmatrix}1-D_{11}&D_{01}\\ D_{01}&1-D_{00}\end{pmatrix}.$$

Each entry contains two factors of $L$, so the imaginary units combine to real numbers. Multiplying by $D$ and taking the trace,

$$F=D_{00}(1-D_{11})+D_{11}(1-D_{00})+2D_{01}^2=D_{00}+D_{11}-2\,(D_{00}D_{11}-D_{01}^2).$$

Now let $D$ and $1-D$ be positive semidefinite. Their diagonal entries are nonnegative, so $0\le D_{00}\le1$ and $0\le D_{11}\le1$. Their determinants are nonnegative too:

$$D_{01}^2\le D_{00}D_{11},\qquad D_{01}^2\le(1-D_{00})(1-D_{11}).$$

All three terms in the first form of $F$ are therefore nonnegative, and $F\ge0$. For the upper bound, add the two determinants:

$$\det D+\det(1-D)=1-D_{00}-D_{11}+2\,(D_{00}D_{11}-D_{01}^2)=1-F.$$

The left side is nonnegative, so $F\le1$.

### The two extreme values

If $F=0$, each of the three terms is zero. Then $D_{01}=0$, and $D_{00}(1-D_{11})=0$ leaves two cases. If $D_{00}=0$, the second term $D_{11}(1-D_{00})=0$ gives $D_{11}=0$, so $D=0$. If $D_{11}=1$, the second term gives $D_{00}=1$, so $D=1$. Conversely, both matrices give $F=0$ by substitution.

If $F=1$, both determinants are zero. With $\det D=0$ the closed form reads $F=D_{00}+D_{11}$, so $\operatorname{tr}D=1$. A $2\times2$ matrix satisfies $D^2=(\operatorname{tr}D)\,D-(\det D)\,1$, hence $D^2=D$. Conversely, let $D^2=D$ and $\operatorname{tr}D=1$. The upper left entry of $D^2=D$ says $D_{00}^2+D_{01}^2=D_{00}$. Inserting $D_{11}=1-D_{00}$ in the closed form gives

$$F=1-2\,(D_{00}-D_{00}^2-D_{01}^2)=1.$$

Such a $D$ describes one filled real p orbital, pointing in any direction in the plane, with the perpendicular one empty.

### The third p orbital

On the full shell, $L$ has a zero row and a zero column for $p_z$. In

$$\operatorname{tr}(DL(1-D)L)=\sum_{i,j,k,l}D_{ij}L_{jk}(1-D)_{kl}L_{li}$$

every index also belongs to a factor of $L$, so only the values 0 and 1 contribute. The sum is $F$ of the in-plane block, whatever the entries involving $p_z$ are.

### What the Lean statements say

`axialL` is the explicit complex matrix $L$ in units of $\hbar$. The matrix `D` has real entries, and `D.map Complex.ofReal` is the same matrix read as a complex one. `shieldingFactor D` is the complex trace itself, so its reality is a result and not part of the definition. `shieldingFactor_eq` gives the closed form for every symmetric real `D`, without any condition on the occupations.

The hypotheses `D.PosSemidef` and `(1 - D).PosSemidef` express the Pauli principle for one spin: every normalised combination of the two orbitals has an occupation between 0 and 1. Positive semidefiniteness in Mathlib includes the Hermitian property, which for real entries is symmetry, so the later theorems don't list symmetry separately.

In `shieldingFactor_bounds` the inequalities are between complex numbers. With `ComplexOrder` open, `0 ≤ z` means that `z` has zero imaginary part and a nonnegative real part, so the theorem contains the reality of the factor as well as its range. `shieldingFactor_eq_zero_iff` and `shieldingFactor_eq_one_iff` characterise the two extreme values under the same hypotheses. `shellFactor_eq_block` holds for every real $3\times3$ matrix and states only the reduction to the block. The bounds then apply to the shell whenever its in-plane block satisfies the two hypotheses.

The theorems concern the trace alone. The derivation of that trace from Ramsey's expression, the mean excitation energy, the radial factor and contributions from other centres are not formalised. The restriction to real `D` matters too: an electron in the complex orbital $(p_x+i\,p_y)/\sqrt2$ has $D=(1+L)/2$, which commutes with $L$. Since $L^2=1$, the trace becomes $\operatorname{tr}(D(1-D))=0$, although the pair is neither empty nor full.

### What goes wrong with the spin-summed matrix

Suppose that the condition on $1-D$ is given up. A filled closed-shell pair has the spin-summed matrix $D=2\cdot1$, which is positive semidefinite, but $1-D=-1$ is not. The closed form then gives $F=4-8=-4$, where the physical answer for a filled pair is zero. Using the matrix for one spin, $D=1$, restores it.

```lean
import Mathlib

open Matrix
open scoped ComplexOrder

namespace ParamagneticBondOrder

noncomputable section

/-- The axial angular momentum (in units of ħ) on the real orbitals p_x, p_y. -/
def axialL : Matrix (Fin 2) (Fin 2) ℂ :=
  !![0, -Complex.I; Complex.I, 0]

/-- The one-centre factor tr(D L (1 - D) L) of a real charge-bond-order matrix D
on the orbitals p_x, p_y. -/
def shieldingFactor (D : Matrix (Fin 2) (Fin 2) ℝ) : ℂ :=
  (D.map Complex.ofReal * axialL * (1 - D.map Complex.ofReal) * axialL).trace

/-- The axial angular momentum (in units of ħ) on the full real p shell p_x, p_y, p_z. -/
def axialLShell : Matrix (Fin 3) (Fin 3) ℂ :=
  !![0, -Complex.I, 0; Complex.I, 0, 0; 0, 0, 0]

/-- The factor tr(D L (1 - D) L) of a real charge-bond-order matrix D on the full p shell. -/
def shellFactor (D : Matrix (Fin 3) (Fin 3) ℝ) : ℂ :=
  (D.map Complex.ofReal * axialLShell * (1 - D.map Complex.ofReal) * axialLShell).trace

/-- For a symmetric charge-bond-order matrix the factor is the real number D₀₀ + D₁₁ - 2 (D₀₀ D₁₁ -
D₀₁²). -/
theorem shieldingFactor_eq {D : Matrix (Fin 2) (Fin 2) ℝ} (hD : D.IsSymm) :
    shieldingFactor D =
      ((D 0 0 + D 1 1 - 2 * (D 0 0 * D 1 1 - D 0 1 ^ 2) : ℝ) : ℂ) := by
  have h : D 1 0 = D 0 1 := hD.apply 0 1
  simp [shieldingFactor, axialL, Matrix.trace_fin_two, Matrix.mul_apply,
    Fin.sum_univ_two, h]
  -- every term carries two factors of L, hence one factor I²
  linear_combination (-((D 0 0 : ℂ) + D 1 1 - 2 * (D 0 0 * D 1 1 - D 0 1 ^ 2))) *
    Complex.I_sq

/-- If D and 1 - D are positive semidefinite, D is symmetric, its diagonal populations lie
between 0 and 1, and the squared bond order is bounded by the products of the populations
and of the vacancies. -/
theorem entry_bounds {D : Matrix (Fin 2) (Fin 2) ℝ}
    (h0 : D.PosSemidef) (h1 : (1 - D).PosSemidef) :
    D.IsSymm ∧ (0 ≤ D 0 0 ∧ D 0 0 ≤ 1) ∧ (0 ≤ D 1 1 ∧ D 1 1 ≤ 1) ∧
      D 0 1 ^ 2 ≤ D 0 0 * D 1 1 ∧ D 0 1 ^ 2 ≤ (1 - D 0 0) * (1 - D 1 1) := by
  have hs : D.IsSymm :=
    Matrix.IsSymm.ext fun i j => by simpa using h0.isHermitian.apply i j
  have h : D 1 0 = D 0 1 := hs.apply 0 1
  have a1 : 0 ≤ (1 - D) 0 0 := h1.diag_nonneg
  have d1 : 0 ≤ (1 - D) 1 1 := h1.diag_nonneg
  have e0 := h0.det_nonneg
  have e1 := h1.det_nonneg
  rw [Matrix.det_fin_two] at e0 e1
  simp [h] at a1 d1 e0 e1
  exact ⟨hs, ⟨h0.diag_nonneg, a1⟩, ⟨h0.diag_nonneg, d1⟩, by nlinarith, by nlinarith⟩

/-- For D and 1 - D positive semidefinite the factor is real and lies between 0 and 1. -/
theorem shieldingFactor_bounds {D : Matrix (Fin 2) (Fin 2) ℝ}
    (h0 : D.PosSemidef) (h1 : (1 - D).PosSemidef) :
    0 ≤ shieldingFactor D ∧ shieldingFactor D ≤ 1 := by
  obtain ⟨hs, ⟨a0, a1⟩, ⟨d0, d1⟩, e0, e1⟩ := entry_bounds h0 h1
  have lower : 0 ≤ D 0 0 + D 1 1 - 2 * (D 0 0 * D 1 1 - D 0 1 ^ 2) := by
    nlinarith [mul_nonneg a0 (sub_nonneg.2 d1), mul_nonneg d0 (sub_nonneg.2 a1),
      sq_nonneg (D 0 1)]
  -- the distance from 1 is det D + det (1 - D)
  have upper : D 0 0 + D 1 1 - 2 * (D 0 0 * D 1 1 - D 0 1 ^ 2) ≤ 1 := by
    nlinarith
  rw [shieldingFactor_eq hs]
  exact ⟨by exact_mod_cast lower, by exact_mod_cast upper⟩

/-- For D and 1 - D positive semidefinite the factor vanishes exactly when the pair of
orbitals is empty, D = 0, or completely filled, D = 1. -/
theorem shieldingFactor_eq_zero_iff {D : Matrix (Fin 2) (Fin 2) ℝ}
    (h0 : D.PosSemidef) (h1 : (1 - D).PosSemidef) :
    shieldingFactor D = 0 ↔ D = 0 ∨ D = 1 := by
  obtain ⟨hs, ⟨a0, a1⟩, ⟨d0, d1⟩, -, -⟩ := entry_bounds h0 h1
  have h10 : D 1 0 = D 0 1 := hs.apply 0 1
  rw [shieldingFactor_eq hs, Complex.ofReal_eq_zero]
  constructor
  · intro h
    -- three nonnegative terms add up to zero
    have p := mul_nonneg a0 (sub_nonneg.2 d1)
    have q := mul_nonneg d0 (sub_nonneg.2 a1)
    have r := sq_nonneg (D 0 1)
    have hp : D 0 0 * (1 - D 1 1) = 0 := by nlinarith
    have hq : D 1 1 * (1 - D 0 0) = 0 := by nlinarith
    have hr : D 0 1 ^ 2 = 0 := by nlinarith
    have hb : D 0 1 = 0 := by simpa using hr
    rcases mul_eq_zero.mp hp with ha | hd
    · have hd : D 1 1 = 0 := by simpa [ha] using hq
      left
      ext i j
      fin_cases i <;> fin_cases j <;> simp [ha, hd, hb, h10]
    · have hd' : D 1 1 = 1 := by linarith
      have ha : D 0 0 = 1 := by
        rw [hd'] at hq
        linarith
      right
      ext i j
      fin_cases i <;> fin_cases j <;> simp [ha, hd', hb, h10]
  · rintro (rfl | rfl)
    · simp
    · norm_num [Matrix.one_apply]

/-- For D and 1 - D positive semidefinite the factor reaches 1 exactly when D is idempotent
with trace 1. -/
theorem shieldingFactor_eq_one_iff {D : Matrix (Fin 2) (Fin 2) ℝ}
    (h0 : D.PosSemidef) (h1 : (1 - D).PosSemidef) :
    shieldingFactor D = 1 ↔ D * D = D ∧ D.trace = 1 := by
  obtain ⟨hs, -, -, e0, e1⟩ := entry_bounds h0 h1
  have h10 : D 1 0 = D 0 1 := hs.apply 0 1
  have e : ∀ i j, (D * D) i j = D i 0 * D 0 j + D i 1 * D 1 j := fun i j => by
    simp [Matrix.mul_apply, Fin.sum_univ_two]
  rw [shieldingFactor_eq hs, Complex.ofReal_eq_one, Matrix.trace_fin_two]
  constructor
  · intro h
    -- both determinants vanish
    have hdet : D 0 0 * D 1 1 - D 0 1 ^ 2 = 0 := by nlinarith
    have ht : D 0 0 + D 1 1 = 1 := by linarith
    refine ⟨Matrix.ext (Fin.forall_fin_two.2 ⟨Fin.forall_fin_two.2 ⟨?_, ?_⟩,
      Fin.forall_fin_two.2 ⟨?_, ?_⟩⟩), ht⟩
    · rw [e]
      linear_combination D 0 0 * ht - hdet + D 0 1 * h10
    · rw [e]
      linear_combination D 0 1 * ht
    · rw [e]
      linear_combination D 1 0 * ht
    · rw [e]
      linear_combination D 1 1 * ht - hdet + D 0 1 * h10
  · rintro ⟨hp, ht⟩
    have h00 := congrFun (congrFun hp 0) 0
    rw [e, h10] at h00
    linear_combination (1 - 2 * D 0 0) * ht + 2 * h00

/-- On the full p shell the factor for the axial direction equals the factor of the
p_x, p_y block of the charge-bond-order matrix. -/
theorem shellFactor_eq_block (D : Matrix (Fin 3) (Fin 3) ℝ) :
    shellFactor D = shieldingFactor !![D 0 0, D 0 1; D 1 0, D 1 1] := by
  simp [shellFactor, shieldingFactor, axialLShell, axialL, Matrix.trace_fin_two,
    Matrix.trace_fin_three, Matrix.mul_apply, Fin.sum_univ_two, Fin.sum_univ_three]

end

end ParamagneticBondOrder
```

```lean
#print axioms ParamagneticBondOrder.shieldingFactor_bounds
-- 'ParamagneticBondOrder.shieldingFactor_bounds' depends on axioms: [propext, Classical.choice, Quot.sound]
#print axioms ParamagneticBondOrder.shieldingFactor_eq_zero_iff
-- 'ParamagneticBondOrder.shieldingFactor_eq_zero_iff' depends on axioms: [propext, Classical.choice, Quot.sound]
#print axioms ParamagneticBondOrder.shieldingFactor_eq_one_iff
-- 'ParamagneticBondOrder.shieldingFactor_eq_one_iff' depends on axioms: [propext, Classical.choice, Quot.sound]
#print axioms ParamagneticBondOrder.shellFactor_eq_block
-- 'ParamagneticBondOrder.shellFactor_eq_block' depends on axioms: [propext, Classical.choice, Quot.sound]
```

### How the proof follows the algebra

In `shieldingFactor_eq`, `simp` writes out the matrix products and the trace, with `h` replacing $D_{10}$ by $D_{01}$. The result still contains products of two imaginary units. The `linear_combination` step uses `Complex.I_sq`, that is $i^2=-1$, multiplied by minus the closed form, and this turns the expanded trace into the real expression.

`entry_bounds` collects everything that the hypotheses say about the entries. Symmetry comes from the Hermitian property, the bounds on the populations from `diag_nonneg`, and the two bounds on $D_{01}^2$ from `det_nonneg` once the determinants are written out.

In `shieldingFactor_bounds`, the step `lower` gives `nlinarith` the two products of population and vacancy and the square of the bond order, which are the three terms of the sum. The step `upper` needs only the two determinant inequalities, whose sum says that $1-F\ge0$. Both are proved for real numbers, and `exact_mod_cast` carries them over to the complex trace.

The proof of `shieldingFactor_eq_zero_iff` names the same three terms `p`, `q` and `r`. From their vanishing sum it obtains `hp`, `hq` and `hr`, one equation for each term. `mul_eq_zero` splits `hp` into the cases $D_{00}=0$ and $1-D_{11}=0$, and each case fixes all four entries of the matrix.

In `shieldingFactor_eq_one_iff`, `hdet` is the vanishing of $\det D$ and `ht` is the unit trace. The four `linear_combination` lines that follow are the identity $D^2=(\operatorname{tr}D)\,D-(\det D)\,1$, checked entry by entry. The converse uses only the upper left entry of `D * D = D`, called `h00`, together with the trace.

For `shellFactor_eq_block`, expanding both traces is enough: the zeros in `axialLShell` remove every term that involves $p_z$, and the two sides agree.
